# Index-weighted binomial sums of order n + 1 reduce to sums of order n

The lemma `binomSum_weighted` concerns an arbitrary real function F(k, l) of two natural numbers, summed over k + l = n + 1 with binomial weights. It says that including an extra factor k gives n + 1 times the binomial sum of F(k + 1, l) over k + l = n, and that an extra factor l likewise gives n + 1 times the sum of F(k, l + 1). This is a finite algebraic identity: no Hamiltonian or quantum state appears in the statement. The attempt proves the first half by dropping the k = 0 term and using (n + 1)·C(n, k) = (k + 1)·C(n + 1, k + 1). For the second half it writes l as (n + 1) − k, then uses the first half and Pascal's rule.

An attempt in Lean 4 with a fault in it:

```lean
import Mathlib

open Finset

namespace CartesianToPolarOscillator

noncomputable section

/-- The binomially weighted sum of `F k l` over all `k + l = n`. -/
def binomSum (F : ℕ → ℕ → ℝ) (n : ℕ) : ℝ :=
  ∑ k ∈ range (n + 1), (n.choose k : ℝ) * F k (n - k)

/-- Pascal's rule for binomial sums: a sum of order `n + 1` is the sum of two of order `n`, one with
the first index raised by one and one with the second. -/
theorem binomSum_succ (F : ℕ → ℕ → ℝ) (n : ℕ) :
    binomSum F (n + 1) =
      binomSum (fun k l => F (k + 1) l) n + binomSum (fun k l => F k (l + 1)) n := by
  unfold binomSum
  refine (Finset.sum_choose_succ_mul F n).trans ?_
  rw [add_comm]
  congr 1
  refine sum_congr rfl fun k hk => ?_
  rw [show n + 1 - k = n - k + 1 by have := mem_range.mp hk; omega]

/-- A binomial sum of order `n + 1` weighted by either index is `n + 1` times the sum of order `n`
with that index of `F` raised by one. -/
theorem binomSum_weighted (F : ℕ → ℕ → ℝ) (n : ℕ) :
    binomSum (fun k l => (k : ℝ) * F k l) (n + 1) =
        ((n : ℝ) + 1) * binomSum (fun k l => F (k + 1) l) n ∧
      binomSum (fun k l => (l : ℝ) * F k l) (n + 1) =
        ((n : ℝ) + 1) * binomSum (fun k l => F k (l + 1)) n := by
  have h1 : binomSum (fun k l => (k : ℝ) * F k l) (n + 1) =
      ((n : ℝ) + 1) * binomSum (fun k l => F (k + 1) l) n := by
    unfold binomSum
    rw [sum_range_succ', mul_sum]
    simp only [Nat.cast_zero, zero_mul, mul_zero, add_zero]
    refine sum_congr rfl fun k _ => ?_
    have h : ((n : ℝ) + 1) * (n.choose k : ℝ) = ((n + 1).choose (k + 1) : ℝ) * ((k : ℝ) + 1) := by
      exact_mod_cast Nat.add_one_mul_choose_eq n k
    rw [Nat.add_sub_add_right]
    push_cast
    linear_combination (-F (k + 1) (n - k)) * h
  refine ⟨h1, ?_⟩
  -- the two weights add up to n + 1
  have h2 : binomSum (fun k l => (l : ℝ) * F k l) (n + 1) =
      ((n : ℝ) + 1) * binomSum F (n + 1) - binomSum (fun k l => (k : ℝ) * F k l) (n + 1) := by
    unfold binomSum
    rw [mul_sum, ← sum_sub_distrib]
    refine sum_congr rfl fun k hk => ?_
    rw [Nat.cast_sub (Nat.lt_succ_iff.mp (mem_range.mp hk))]
    push_cast
    ring
  rw [h2, h1, binomSum_succ]
  ring

end

end CartesianToPolarOscillator
```

The error:

```
Main.lean:50:8: error: Tactic `rewrite` failed: Did not find an occurrence of the pattern
  ↑(n + 1 - k)
in the target expression
  ↑((n + 1).choose k) * (fun k l => ↑l * F k l) k (n + 1 - k) =
    (↑n + 1) * (↑((n + 1).choose k) * F k (n + 1 - k)) - ↑((n + 1).choose k) * (fun k l => ↑k * F k l) k (n + 1 - k)

F : ℕ → ℕ → ℝ
n : ℕ
h1 : binomSum (fun k l => ↑k * F k l) (n + 1) = (↑n + 1) * binomSum (fun k l => F (k + 1) l) n
k : ℕ
hk : k ∈ range (n + 1 + 1)
⊢ ↑((n + 1).choose k) * (fun k l => ↑l * F k l) k (n + 1 - k) =
    (↑n + 1) * (↑((n + 1).choose k) * F k (n + 1 - k)) - ↑((n + 1).choose k) * (fun k l => ↑k * F k l) k (n + 1 - k)
```

What went wrong. The error says that `rw` cannot find the cast `↑(n + 1 - k)`, which `Nat.cast_sub` is meant to turn into a difference of real numbers. The goal does contain `n + 1 - k`, but not yet under a cast. Unfolding `binomSum` has left the summand as a function still waiting to be applied: `(fun k l => ↑l * F k l) k (n + 1 - k)`. Here the cast is on the bound variable `l`, while `n + 1 - k` stands outside as an argument. The two meet only once the application is carried out, and `rw` does not do that before searching for its pattern.

The added `dsimp only` carries out these applications. The left side then contains `↑(n + 1 - k) * F k (n + 1 - k)`, so the rewrite finds its target, and the existing `push_cast` and `ring` finish this step.

As a diff, the version that Lean accepts:

```diff
@@ -48,4 +48,5 @@
     rw [mul_sum, ← sum_sub_distrib]
     refine sum_congr rfl fun k hk => ?_
+    dsimp only
     rw [Nat.cast_sub (Nat.lt_succ_iff.mp (mem_range.mp hk))]
     push_cast
```
